# On the icosahedral group $I$, the rotation character $\chi_l$ has squared norm 1 exactly for $l\le 2$ and average 0 for $l=1,\dots,5$

For a level of integer angular momentum $l$, let

$$\chi_l(t)=1+2\sum_{m=1}^{l}\cos(mt)$$

be the character of a rotation by the angle $t$. Let $\langle f\rangle$ be the average of a function of the rotation angle over the 60 rotations of $I$, whose classes are:

| angle | $0$ | $2\pi/5$ | $4\pi/5$ | $2\pi/3$ | $\pi$ |
|---|---|---|---|---|---|
| size | 1 | 12 | 12 | 20 | 15 |

Then for every $l\ge 0$

$$\langle\chi_l\rangle=\lfloor l/2\rfloor+\lfloor l/3\rfloor+\lfloor l/5\rfloor-l+1 ,$$

which is 0 for $l=1,\dots,5$ and 1 for $l=6$. The squared norm $\langle\chi_l^2\rangle$ is 1 exactly when $l\le 2$, and it is 2 for $l=3$.

## Unsplit d levels and 60-point angular grids

In a one-electron model without spin–orbit coupling, an icosahedral field treated to first order leaves p and d levels unsplit and splits an f level into at most two, which gives a ligand-field code a degeneracy pattern to test against. The average $\langle\chi_l\rangle$ counts the linearly independent invariant combinations of spherical harmonics of degree $l$, so an equal-weight angular grid formed by one orbit of $I$ integrates exactly any function whose components stop at $l=5$.

## From the cosine recurrence to the class sums

Take the rotation axis as quantization axis, which does not affect the trace. The states $m=-l,\dots,l$ then acquire phases $e^{-imt}$ under the rotation. Pairing $m$ with $-m$ in the trace gives the formula for $\chi_l$, and

$$\chi_{l+1}(t)=\chi_l(t)+2\cos((l+1)t).$$

**Recurrence.** Write $c=\cos t$ and $D_l=\chi_{l+2}-2c\,\chi_{l+1}+\chi_l$. Since $\cos 2t=2c^2-1$,

$$D_0=(1+2c+4c^2-2)-2c(1+2c)+1=0.$$

The addition theorems give

$$D_{l+1}-D_l=2\cos((l+3)t)+2\cos((l+1)t)-4c\cos((l+2)t)=0.$$

Hence $\chi_{l+2}=2c\,\chi_{l+1}-\chi_l$ for all $l$, with $\chi_0=1$ and $\chi_1=1+2c$.

**Half turn and threefold turn.** Let $r_n$ be the remainder of $l$ modulo $n$. At $t=\pi$ we have $c=-1$, and the recurrence produces $1,-1,1,-1,\dots$, so $\chi_l(\pi)=1-2r_2$. At $t=2\pi/3$ we have $c=-1/2$, and it produces $1,0,-1,1,0,-1,\dots$, so $\chi_l(2\pi/3)=1-r_3$.

**Fivefold turns.** From $\cos(\pi/5)=(1+\sqrt5)/4$ follow

$$\cos\tfrac{2\pi}{5}=\tfrac{\sqrt5-1}{4},\qquad \cos\tfrac{4\pi}{5}=-\tfrac{1+\sqrt5}{4}.$$

Their sum is $-1/2$, and both satisfy $4c^2+2c=1$. With $x=2c$ this reads $x^2+x=1$, and the recurrence gives for $l=0,\dots,6$

$$1,\quad 1+x,\quad 0,\quad -(1+x),\quad -1,\quad 1,\quad 1+x.$$

Two consecutive values have returned, so the period is five. The two values of $x$ add up to $-1$. The characters at the two angles therefore add up to $2,1,0,-1,-2$ over one period, which is $2-r_5$.

**Average.** At the identity $\chi_l(0)=2l+1$. Weighting by class sizes gives

$$60\langle\chi_l\rangle=(2l+1)+12(2-r_5)+20(1-r_3)+15(1-2r_2)=60+2l-12r_5-20r_3-30r_2 .$$

Inserting $r_n=l-n\lfloor l/n\rfloor$ turns the right-hand side into $60\left(1-l+\lfloor l/2\rfloor+\lfloor l/3\rfloor+\lfloor l/5\rfloor\right)$.

**Squared norm.** Since $(1+x)^2=2+x$, the squares of $1+x$ at the two fivefold angles add up to 3. The class sums of $\chi_l^2$ are then

- $l=0$: $1+12+12+20+15=60$
- $l=1$: $9+12\cdot3+0+15=60$
- $l=2$: $25+0+20+15=60$
- $l=3$: $49+12\cdot3+20+15=120$

Dividing by 60 gives $1,1,1,2$. For $l\ge4$ the identity contributes $(2l+1)^2/60\ge 81/60>1$, and the other terms are not negative.

**The octahedral group.** The same argument works for the 24 rotations of $O$: the identity, 8 threefold turns, 6 quarter turns and 9 half turns. At $t=\pi/2$ the character runs through $1,1,-1,-1$. The quarter turns together with the three half turns about the same axes contribute $9-6r_4$, and the average becomes $\lfloor l/2\rfloor+\lfloor l/3\rfloor+\lfloor l/4\rfloor-l+1$. Its first nonzero value after $l=0$ is at $l=4$.

## The Lean file

```lean
import Mathlib

open Real

namespace IcosahedralField

noncomputable section

/-- The character of a rotation by the angle `t` on a level of angular momentum `l`. -/
def chi (l : ℕ) (t : ℝ) : ℝ := 1 + 2 * ∑ m ∈ Finset.Icc 1 l, Real.cos (m * t)

/-- The average over the 60 rotations of the icosahedral group `I` of a function of the
rotation angle, taken class by class. -/
def classAverage (f : ℝ → ℝ) : ℝ :=
  (f 0 + 12 * f (2 * π / 5) + 12 * f (4 * π / 5) + 20 * f (2 * π / 3) + 15 * f π) / 60

/-- The squared norm of a real function of the rotation angle on the group `I`. -/
def squaredNorm (f : ℝ → ℝ) : ℝ := classAverage (fun t => f t ^ 2)

/-- The rotation characters start with `1` and `1 + 2 cos t` and obey a three-term
recurrence in the angular momentum. -/
theorem chi_recurrence (t : ℝ) :
    chi 0 t = 1 ∧ chi 1 t = 1 + 2 * Real.cos t ∧
      ∀ l, chi (l + 2) t = 2 * Real.cos t * chi (l + 1) t - chi l t := by
  have z : chi 0 t = 1 := by simp [chi]
  have o : chi 1 t = 1 + 2 * Real.cos t := by simp [chi]
  -- raising l by one adds the pair of states with m = l + 1 and m = -(l + 1)
  have s : ∀ l : ℕ, chi (l + 1) t = chi l t + 2 * Real.cos (((l : ℝ) + 1) * t) := by
    intro l
    unfold chi
    rw [Finset.sum_Icc_succ_top (by omega)]
    push_cast
    ring
  refine ⟨z, o, ?_⟩
  intro l
  induction l with
  | zero =>
    have h := s 1
    have e : ((1 : ℕ) : ℝ) + 1 = 2 := by norm_num
    rw [e, Real.cos_two_mul, o] at h
    change chi (1 + 1) t = 2 * Real.cos t * chi 1 t - chi 0 t
    rw [h, o, z]
    ring
  | succ l ih =>
    have a : chi (l + 3) t = chi (l + 2) t + 2 * Real.cos (((l : ℝ) + 2) * t + t) := by
      have h := s (l + 2)
      have e : (((l + 2 : ℕ) : ℝ) + 1) * t = ((l : ℝ) + 2) * t + t := by push_cast; ring
      rw [e] at h
      exact h
    have b : chi (l + 2) t = chi (l + 1) t + 2 * Real.cos (((l : ℝ) + 2) * t) := by
      have h := s (l + 1)
      have e : ((l + 1 : ℕ) : ℝ) + 1 = (l : ℝ) + 2 := by push_cast; ring
      rw [e] at h
      exact h
    have c := s l
    have e : ((l : ℝ) + 1) * t = ((l : ℝ) + 2) * t - t := by ring
    rw [e] at c
    have trig : Real.cos (((l : ℝ) + 2) * t + t) + Real.cos (((l : ℝ) + 2) * t - t)
        = 2 * Real.cos t * Real.cos (((l : ℝ) + 2) * t) := by
      rw [Real.cos_add, Real.cos_sub]
      ring
    change chi (l + 3) t = 2 * Real.cos t * chi (l + 2) t - chi (l + 1) t
    linear_combination a - 2 * Real.cos t * b + ih + c + 2 * trig

/-- Under a half turn the character is `1` for even `l` and `-1` for odd `l`. -/
theorem chi_half_turn : ∀ l : ℕ, chi l π = 1 - 2 * ((l % 2 : ℕ) : ℝ)
  | 0 => by simp [chi]
  | 1 => by
    rw [(chi_recurrence π).2.1, Real.cos_pi]
    norm_num
  | l + 2 => by
    rw [(chi_recurrence π).2.2 l, Real.cos_pi, chi_half_turn (l + 1), chi_half_turn l]
    rcases Nat.mod_two_eq_zero_or_one l with h | h
    · rw [h, show (l + 1) % 2 = 1 by omega, show (l + 2) % 2 = 0 by omega]
      norm_num
    · rw [h, show (l + 1) % 2 = 0 by omega, show (l + 2) % 2 = 1 by omega]
      norm_num

/-- Under a threefold rotation the character runs through `1, 0, -1` periodically in `l`. -/
theorem chi_third_turn (l : ℕ) : chi l (2 * π / 3) = 1 - ((l % 3 : ℕ) : ℝ) := by
  obtain ⟨z, o, r⟩ := chi_recurrence (2 * π / 3)
  have c : Real.cos (2 * π / 3) = -1 / 2 := by
    rw [show 2 * π / 3 = π - π / 3 by ring, Real.cos_pi_sub, Real.cos_pi_div_three]
    norm_num
  rw [c] at o r
  induction l using Nat.strong_induction_on with
  | h l ih =>
    match l, ih with
    | 0, _ => rw [z]; norm_num
    | 1, _ => rw [o]; norm_num
    | 2, _ => rw [r 0, o, z]; norm_num
    | k + 3, ih =>
      have r1 : chi (k + 3) (2 * π / 3) = 2 * (-1 / 2) * chi (k + 2) (2 * π / 3)
        - chi (k + 1) (2 * π / 3) := r (k + 1)
      rw [Nat.add_mod_right]
      linear_combination r1 - r k + ih k (by omega)

/-- The cosines of the two fivefold rotation angles add up to `-1/2`, and both solve
`4 c ^ 2 + 2 c = 1`. -/
theorem fivefold_cosines :
    Real.cos (2 * π / 5) + Real.cos (4 * π / 5) = -1 / 2 ∧
      4 * Real.cos (2 * π / 5) ^ 2 + 2 * Real.cos (2 * π / 5) = 1 ∧
      4 * Real.cos (4 * π / 5) ^ 2 + 2 * Real.cos (4 * π / 5) = 1 := by
  have s : √(5 : ℝ) ^ 2 = 5 := Real.sq_sqrt (by norm_num)
  have a : Real.cos (2 * π / 5) = (√5 - 1) / 4 := by
    rw [show 2 * π / 5 = 2 * (π / 5) by ring, Real.cos_two_mul, Real.cos_pi_div_five]
    linear_combination s / 8
  have b : Real.cos (4 * π / 5) = -((1 + √5) / 4) := by
    rw [show 4 * π / 5 = π - π / 5 by ring, Real.cos_pi_sub, Real.cos_pi_div_five]
  rw [a, b]
  refine ⟨by ring, ?_, ?_⟩
  · linear_combination s / 4
  · linear_combination s / 4

/-- At an angle whose cosine solves `4 c ^ 2 + 2 c = 1`, the characters for `l = 2, 3, 4` are
`0, -(1 + 2 c), -1`, and the character has period five in `l`. -/
theorem chi_fifth_turn {t : ℝ} (h : 4 * Real.cos t ^ 2 + 2 * Real.cos t = 1) :
    chi 2 t = 0 ∧ chi 3 t = -(1 + 2 * Real.cos t) ∧ chi 4 t = -1 ∧
      ∀ l, chi (l + 5) t = chi l t := by
  obtain ⟨z, o, r⟩ := chi_recurrence t
  have r2 : chi 2 t = 2 * Real.cos t * chi 1 t - chi 0 t := r 0
  have r3 : chi 3 t = 2 * Real.cos t * chi 2 t - chi 1 t := r 1
  have r4 : chi 4 t = 2 * Real.cos t * chi 3 t - chi 2 t := r 2
  rw [o, z] at r2
  have a2 : chi 2 t = 0 := by linear_combination r2 + h
  rw [a2, o] at r3
  have a3 : chi 3 t = -(1 + 2 * Real.cos t) := by linear_combination r3
  rw [a3, a2] at r4
  refine ⟨a2, a3, by linear_combination r4 - h, ?_⟩
  intro l
  have q1 : chi (l + 3) t = 2 * Real.cos t * chi (l + 2) t - chi (l + 1) t := r (l + 1)
  have q2 : chi (l + 4) t = 2 * Real.cos t * chi (l + 3) t - chi (l + 2) t := r (l + 2)
  have q3 : chi (l + 5) t = 2 * Real.cos t * chi (l + 4) t - chi (l + 3) t := r (l + 3)
  -- four steps of the recurrence, reduced with the quadratic equation for the cosine
  linear_combination q3 + 2 * Real.cos t * q2 + ((2 * Real.cos t) ^ 2 - 1) * q1
    + ((2 * Real.cos t) ^ 3 - 2 * (2 * Real.cos t)) * r l
    + (((2 * Real.cos t) ^ 2 - 2 * Real.cos t - 1) * chi (l + 1) t
      - (2 * Real.cos t - 1) * chi l t) * h

/-- The characters at the two fivefold angles add up to `2` minus the remainder of `l`
modulo five. -/
theorem chi_fifth_turns_sum (l : ℕ) :
    chi l (2 * π / 5) + chi l (4 * π / 5) = 2 - ((l % 5 : ℕ) : ℝ) := by
  obtain ⟨hs, h1, h2⟩ := fivefold_cosines
  obtain ⟨a2, a3, a4, a⟩ := chi_fifth_turn h1
  obtain ⟨b2, b3, b4, b⟩ := chi_fifth_turn h2
  induction l using Nat.strong_induction_on with
  | h l ih =>
    match l, ih with
    | 0, _ => rw [(chi_recurrence _).1, (chi_recurrence _).1]; norm_num
    | 1, _ =>
      rw [(chi_recurrence _).2.1, (chi_recurrence _).2.1, show 1 % 5 = 1 by rfl, Nat.cast_one]
      linear_combination 2 * hs
    | 2, _ => rw [a2, b2]; norm_num
    | 3, _ =>
      rw [a3, b3, show 3 % 5 = 3 by rfl, Nat.cast_ofNat]
      linear_combination -2 * hs
    | 4, _ => rw [a4, b4]; norm_num
    | k + 5, ih =>
      rw [a, b, Nat.add_mod_right]
      exact ih k (by omega)

/-- For every `l` the average of the rotation character over the icosahedral group is
`⌊l/2⌋ + ⌊l/3⌋ + ⌊l/5⌋ - l + 1`. -/
theorem classAverage_chi (l : ℕ) :
    classAverage (chi l)
      = ((l / 2 : ℕ) : ℝ) + ((l / 3 : ℕ) : ℝ) + ((l / 5 : ℕ) : ℝ) - l + 1 := by
  have h0 : chi l 0 = 1 + 2 * (l : ℝ) := by simp [chi]
  -- remainders are traded for integer quotients
  have d2 : ((l % 2 : ℕ) : ℝ) + 2 * ((l / 2 : ℕ) : ℝ) = l := by
    exact_mod_cast Nat.mod_add_div l 2
  have d3 : ((l % 3 : ℕ) : ℝ) + 3 * ((l / 3 : ℕ) : ℝ) = l := by
    exact_mod_cast Nat.mod_add_div l 3
  have d5 : ((l % 5 : ℕ) : ℝ) + 5 * ((l / 5 : ℕ) : ℝ) = l := by
    exact_mod_cast Nat.mod_add_div l 5
  unfold classAverage
  linear_combination h0 / 60 + chi_fifth_turns_sum l / 5 + chi_third_turn l / 3
    + chi_half_turn l / 4 - d5 / 5 - d3 / 3 - d2 / 2

/-- The average of the character over the icosahedral group is `0` for `l = 1, ..., 5` and
`1` for `l = 6`. -/
theorem first_invariant_at_six :
    (∀ l : ℕ, 1 ≤ l → l ≤ 5 → classAverage (chi l) = 0) ∧ classAverage (chi 6) = 1 := by
  constructor
  · intro l h1 h5
    rw [classAverage_chi]
    interval_cases l <;> norm_num
  · rw [classAverage_chi]
    norm_num

/-- The squared norm of the character on the icosahedral group is `1` for `l = 0, 1, 2` and
`2` for `l = 3`. -/
theorem squaredNorm_chi_low :
    squaredNorm (chi 0) = 1 ∧ squaredNorm (chi 1) = 1 ∧ squaredNorm (chi 2) = 1 ∧
      squaredNorm (chi 3) = 2 := by
  obtain ⟨hs, h1, h2⟩ := fivefold_cosines
  obtain ⟨a2, a3, -, -⟩ := chi_fifth_turn h1
  obtain ⟨b2, b3, -, -⟩ := chi_fifth_turn h2
  obtain ⟨a0, a1, -⟩ := chi_recurrence (2 * π / 5)
  obtain ⟨b0, b1, -⟩ := chi_recurrence (4 * π / 5)
  have i : ∀ l : ℕ, chi l 0 = 1 + 2 * (l : ℝ) := fun l => by simp [chi]
  refine ⟨?_, ?_, ?_, ?_⟩ <;>
    simp only [squaredNorm, classAverage, i, a0, a1, a2, a3, b0, b1, b2, b3, chi_third_turn,
      chi_half_turn, Nat.reduceMod, Nat.cast_zero, Nat.cast_one, Nat.cast_ofNat] <;>
    linarith

/-- The character has squared norm `1` on the icosahedral group exactly when `l ≤ 2`. -/
theorem squaredNorm_chi_eq_one_iff (l : ℕ) : squaredNorm (chi l) = 1 ↔ l ≤ 2 := by
  obtain ⟨n0, n1, n2, n3⟩ := squaredNorm_chi_low
  constructor
  · intro h
    by_contra hl
    have h3 : 3 ≤ l := by omega
    rcases eq_or_lt_of_le h3 with rfl | h4
    · rw [n3] at h
      norm_num at h
    · -- from l = 4 on, the identity alone contributes more than one
      have hr : (4 : ℝ) ≤ l := by exact_mod_cast h4
      have i : chi l 0 = 1 + 2 * (l : ℝ) := by simp [chi]
      have big : (81 : ℝ) ≤ (1 + 2 * (l : ℝ)) ^ 2 := by nlinarith
      simp only [squaredNorm, classAverage, i] at h
      linarith [sq_nonneg (chi l (2 * π / 5)), sq_nonneg (chi l (4 * π / 5)),
        sq_nonneg (chi l (2 * π / 3)), sq_nonneg (chi l π)]
  · intro h
    interval_cases l
    exacts [n0, n1, n2]

end

end IcosahedralField
```

```lean
#print axioms IcosahedralField.first_invariant_at_six
-- 'IcosahedralField.first_invariant_at_six' depends on axioms: [propext, Classical.choice, Quot.sound]
#print axioms IcosahedralField.squaredNorm_chi_eq_one_iff
-- 'IcosahedralField.squaredNorm_chi_eq_one_iff' depends on axioms: [propext, Classical.choice, Quot.sound]
```

## How the lemmas follow the derivation

`chi l t` is $\chi_l(t)$, with a natural number `l` and a real angle `t` in radians. `classAverage` takes any real function of the angle and forms the weighted sum over the five classes. `squaredNorm` applies it to the square, which suffices because the characters are real.

`chi_recurrence` proves the two starting values and the recurrence. Its induction on `l` is the argument with $D_l$: the local statement `s` adds one pair of states, `trig` is the addition theorem, and `linear_combination` assembles them.

`chi_half_turn` and `chi_third_turn` run the recurrence at the two angles. `fivefold_cosines` supplies the sum and the quadratic equation from Mathlib's value of $\cos(\pi/5)$. `chi_fifth_turn` holds at any angle whose cosine solves that equation. It proves the period for general `l` directly, by combining four steps of the recurrence with the quadratic equation, where the derivation above watches two values return. `chi_fifth_turns_sum` then checks one period and reduces larger `l` by five.

`classAverage_chi` is the closed formula. The quotients such as `l / 2` are natural-number divisions, hence floors, while the subtraction of `l` takes place in the reals and is not truncated. The facts `d2`, `d3` and `d5` exchange remainders for quotients, and one `linear_combination` carries the class weights. `first_invariant_at_six` evaluates the formula for `l` from 1 to 6.

`squaredNorm_chi_low` inserts the class values and leaves the arithmetic to `linarith`. `squaredNorm_chi_eq_one_iff` treats `l = 3` by its value 2 and larger `l` by the contribution of the identity.

## The class table is an input

The theorems are exact statements about real numbers, with no rounding and, for the average formula and the norm criterion, no upper limit on `l`. They concern the five angles and sizes written into `classAverage`. The file does not construct the group $I$, derive its classes, or derive `chi` from rotation matrices. A code that generates its own 60 rotations still has to check that they reproduce this table.

The reading of $\langle\chi_l\rangle$ as a number of invariants, and of squared norm 1 as irreducibility, comes from the character theory of finite groups; that step, the consequences for levels and grids, and the octahedral formula are argued in the prose alone. Squared norm 2 means two inequivalent irreducible parts, each occurring once. It gives neither their energies nor their order.

Only integer $l$ and proper rotations are covered. Half-integer angular momentum, needed for a single electron once spin–orbit coupling is included, calls for the double group. Inversion also matters for invariants: the formula gives 1 at $l=15$, but spherical harmonics of odd degree change sign under inversion, so the full group $I_h$ has no invariant there.
